# The sum of a covariant family of matrices is the group average of its skeleton matrix

## Question

Let a finite group G act on a finite set X, let D be a matrix representation of G, and let the matrices A_x, one for each x in X, satisfy

D(g) A_x D(g)⁻¹ = A_(gx).

Choose a set R with one representative r from each orbit Gr, and call B = Σ_(r∈R) |Gr| A_r the skeleton matrix. I understand that averaging D(g) B D(g)⁻¹ over G restores the full sum Σ_x A_x, and that a Fock matrix can be built this way from symmetry-distinct integrals. Can this be proved in Lean, including the Fock case?

## Answer

Yes. The Fock case below is the closed-shell two-electron part, for a group that permutes the basis functions and leaves the density matrix and the integrals invariant.

### Averaging orbit by orbit

Write the group average as

S(M) = (1/|G|) Σ_g D(g) M D(g)⁻¹.

It is linear, and S(M) = M if every operation leaves M unchanged. Conjugating M first makes no difference, because gh runs over G when g does:

S(D(h) M D(h)⁻¹) = (1/|G|) Σ_g D(gh) M D(gh)⁻¹ = S(M).

The full sum F = Σ_x A_x is invariant, since h only permutes X:

D(h) F D(h)⁻¹ = Σ_x A_(hx) = F.

Hence F = S(F) = Σ_x S(A_x). If x = gr, then S(A_x) = S(D(g) A_r D(g)⁻¹) = S(A_r), so each orbit contributes |Gr| equal terms:

F = Σ_(r∈R) |Gr| S(A_r) = S(B).

### The two-electron Fock matrix

Take real basis functions φ_i. Let P be the closed-shell density matrix summed over both spins, and let (ij|kl) be the Coulomb repulsion integral between the products φ_i φ_j and φ_k φ_l. The matrix is

F_ij = Σ_kl P_kl [(ij|kl) − ½ (ik|jl)].

Let E_ij have a 1 at position (i, j) and zeros elsewhere. The quartet q = (i, j, k, l) contributes

A_q = P_kl (ij|kl) E_ij − ½ P_jl (ij|kl) E_ik.

Summing over q and reading off entry (i, j), the first part gives Σ_kl P_kl (ij|kl). In the second, the quartets (i, k, j, l) give −½ Σ_kl P_kl (ik|jl). Together they are F_ij.

If D(g) sends basis function j to gj, then D(g) E_ij D(g)⁻¹ = E_(gi)(gj). With P and the integrals invariant, D(g) A_q D(g)⁻¹ = A_(gq), and the general result applies.

### What the Lean statements say

`D : G →* Matrix n n 𝕜` is a representation over a field of characteristic zero, such as ℝ or ℂ, so |G| can be inverted; `D g⁻¹` is D(g⁻¹), the inverse of D(g). `symmetrize` is S, `IsCovariant` is the transformation law, `IsRepresentatives` says that each x lies in the orbit of exactly one member of R, and `skeleton` is B. The general theorem is `sum_eq_symmetrize_skeleton`.

In `twoElectronFock_eq_symmetrize_skeleton`, `eri i j k l` is (ij|kl), an arbitrary real array subject to `hI`. That hypothesis stands for the Coulomb repulsion being unchanged when a symmetry operation carries basis functions into one another. `hP` stands for an electron density matrix that shares the symmetry; a symmetry-broken solution can violate it.

Permuting basis functions suits s functions on equivalent atoms, but not p or d shells that change sign or mix. The orbits are those of G alone: index symmetries such as (ij|kl) = (ji|kl) give no further reduction here. Within this model, one two-electron integral per orbit of quartets is enough to build the two-electron part of the closed-shell Fock matrix.

```lean
import Mathlib

open MulAction

namespace SkeletonFock

noncomputable section

section General

variable {G X n 𝕜 : Type*} [Group G] [Fintype G] [MulAction G X] [Fintype X]
  [Fintype n] [DecidableEq n] [Field 𝕜] [CharZero 𝕜]

/-- The group average of `D(g) B D(g)⁻¹` over all symmetry operations `g`. -/
def symmetrize (D : G →* Matrix n n 𝕜) (B : Matrix n n 𝕜) : Matrix n n 𝕜 :=
  (Fintype.card G : 𝕜)⁻¹ • ∑ g, D g * B * D g⁻¹

/-- The contributions `A x` are carried into each other by the symmetry operations:
`D(g) A_x D(g)⁻¹ = A_(g x)`. -/
def IsCovariant (D : G →* Matrix n n 𝕜) (A : X → Matrix n n 𝕜) : Prop :=
  ∀ g x, D g * A x * D g⁻¹ = A (g • x)

variable (G) in
/-- The set `R` contains exactly one representative of each orbit. -/
def IsRepresentatives (R : Finset X) : Prop :=
  ∀ x : X, ∃! r, r ∈ R ∧ x ∈ orbit G r

variable (G) in
/-- The skeleton matrix: the sum over the points of `R` of orbit size times contribution. -/
def skeleton (R : Finset X) (A : X → Matrix n n 𝕜) : Matrix n n 𝕜 :=
  ∑ r ∈ R, (Nat.card (orbit G r) : 𝕜) • A r

omit [CharZero 𝕜] in
/-- Symmetrization is linear: it passes through finite linear combinations. -/
theorem symmetrize_sum {ι : Type*} (D : G →* Matrix n n 𝕜) (s : Finset ι)
    (c : ι → 𝕜) (A : ι → Matrix n n 𝕜) :
    symmetrize D (∑ i ∈ s, c i • A i) = ∑ i ∈ s, c i • symmetrize D (A i) := by
  simp only [symmetrize, Finset.mul_sum, Finset.sum_mul, mul_smul_comm, smul_mul_assoc,
    Finset.smul_sum]
  refine Finset.sum_comm.trans ?_
  exact Finset.sum_congr rfl fun i _ => Finset.sum_congr rfl fun g _ => smul_comm _ _ _

omit [CharZero 𝕜] in
/-- A matrix and its image under a symmetry operation have the same group average. -/
theorem symmetrize_conj (D : G →* Matrix n n 𝕜) (h : G) (B : Matrix n n 𝕜) :
    symmetrize D (D h * B * D h⁻¹) = symmetrize D B := by
  unfold symmetrize
  congr 1
  -- relabel the group elements by g ↦ g h
  refine Fintype.sum_equiv (Equiv.mulRight h) _ _ fun g => ?_
  simp only [Equiv.coe_mulRight, mul_inv_rev, map_mul, mul_assoc]

/-- A matrix that is unchanged by every symmetry operation equals its group average. -/
theorem symmetrize_of_invariant (D : G →* Matrix n n 𝕜) (B : Matrix n n 𝕜)
    (hB : ∀ h, D h * B * D h⁻¹ = B) : symmetrize D B = B := by
  have hc : (Fintype.card G : 𝕜) ≠ 0 := Nat.cast_ne_zero.mpr Fintype.card_ne_zero
  simp only [symmetrize, hB, Finset.sum_const, Finset.card_univ]
  rw [← Nat.cast_smul_eq_nsmul 𝕜, smul_smul, inv_mul_cancel₀ hc, one_smul]

omit [Fintype G] [CharZero 𝕜] in
/-- The sum of all contributions of a covariant family is unchanged by every symmetry
operation. -/
theorem total_invariant {D : G →* Matrix n n 𝕜} {A : X → Matrix n n 𝕜}
    (hA : IsCovariant D A) (h : G) : D h * (∑ x, A x) * D h⁻¹ = ∑ x, A x := by
  rw [Finset.mul_sum, Finset.sum_mul]
  exact Fintype.sum_equiv (MulAction.toPerm h) _ _ fun x => hA h x

/-- For a covariant family, the sum of all contributions is the group average of the
skeleton matrix built from one representative of each orbit. -/
theorem sum_eq_symmetrize_skeleton {D : G →* Matrix n n 𝕜} {A : X → Matrix n n 𝕜}
    (hA : IsCovariant D A) {R : Finset X} (hR : IsRepresentatives G R) :
    ∑ x, A x = symmetrize D (skeleton G R A) := by
  classical
  calc ∑ x, A x = symmetrize D (∑ x, A x) :=
        (symmetrize_of_invariant D _ (total_invariant hA)).symm
    _ = ∑ x, symmetrize D (A x) := by
        simpa using symmetrize_sum D Finset.univ (fun _ => (1 : 𝕜)) A
    _ = ∑ x, ∑ r ∈ R, if x ∈ orbit G r then symmetrize D (A r) else 0 := by
        -- each point has the same average as the representative of its orbit
        refine Finset.sum_congr rfl fun x _ => ?_
        obtain ⟨r, ⟨hr, hx⟩, huniq⟩ := hR x
        symm
        refine (Finset.sum_eq_single r ?_ ?_).trans ?_
        · intro s hs hsr
          exact if_neg fun hxs => hsr (huniq s ⟨hs, hxs⟩)
        · exact fun hn => absurd hr hn
        · rw [if_pos hx]
          obtain ⟨g, rfl⟩ := hx
          change symmetrize D (A r) = symmetrize D (A (g • r))
          rw [← hA g r, symmetrize_conj]
    _ = ∑ r ∈ R, (Nat.card (orbit G r) : 𝕜) • symmetrize D (A r) := by
        -- count the points of each orbit
        refine Finset.sum_comm.trans (Finset.sum_congr rfl fun r _ => ?_)
        have hcard : Nat.card (orbit G r) =
            (Finset.univ.filter fun x => x ∈ orbit G r).card := by
          rw [Nat.card_eq_fintype_card]
          exact Fintype.card_of_subtype _ (by simp)
        rw [← Finset.sum_filter, Finset.sum_const, hcard, Nat.cast_smul_eq_nsmul]
    _ = symmetrize D (skeleton G R A) := (symmetrize_sum D R _ A).symm

end General

section Fock

variable {G n : Type*} [Group G] [MulAction G n] [Fintype n] [DecidableEq n]

variable (G n) in
/-- The representation of a group that permutes the basis functions: `D(g)` sends basis
function `j` to `g j`. -/
def permRep : G →* Matrix n n ℝ where
  toFun g := Matrix.of fun i j => if i = g • j then 1 else 0
  map_one' := by ext i j; simp [Matrix.one_apply]
  map_mul' g h := by ext i j; simp [Matrix.mul_apply, mul_smul]

/-- Conjugation by a permutation of the basis functions moves a single matrix entry from
position `(i, j)` to `(g i, g j)`. -/
theorem permRep_conj_single (g : G) (i j : n) (c : ℝ) :
    permRep G n g * Matrix.single i j c * permRep G n g⁻¹ =
      Matrix.single (g • i) (g • j) c := by
  ext a b
  have hD : ∀ (h : G) (k l : n), permRep G n h k l = if k = h • l then 1 else 0 :=
    fun _ _ _ => rfl
  have e : ∀ k, (a = g • k) ↔ (k = g⁻¹ • a) := fun k => by
    rw [eq_inv_smul_iff]; exact eq_comm
  simp only [Matrix.mul_apply, hD, e, ite_mul, one_mul, zero_mul, mul_ite, mul_one,
    mul_zero, Finset.sum_ite_eq', Finset.mem_univ, if_true]
  -- the sums have collapsed to the entry at (g⁻¹ a, g⁻¹ b)
  simp only [Matrix.single_apply, eq_inv_smul_iff]

/-- The Coulomb and exchange entries that the integral `(ij|kl)`, with `q = (i, j, k, l)`,
adds to the closed-shell Fock matrix for density matrix `P`. -/
def fockTerm (P : Matrix n n ℝ) (eri : n → n → n → n → ℝ) (q : n × n × n × n) :
    Matrix n n ℝ :=
  Matrix.single q.1 q.2.1 (P q.2.2.1 q.2.2.2 * eri q.1 q.2.1 q.2.2.1 q.2.2.2) -
  Matrix.single q.1 q.2.2.1 (1 / 2 * P q.2.1 q.2.2.2 * eri q.1 q.2.1 q.2.2.1 q.2.2.2)

omit [DecidableEq n] in
/-- The two-electron part of the closed-shell Fock matrix,
`F_ij = ∑_kl P_kl [(ij|kl) - ½ (ik|jl)]`. -/
def twoElectronFock (P : Matrix n n ℝ) (eri : n → n → n → n → ℝ) : Matrix n n ℝ :=
  Matrix.of fun i j => ∑ k, ∑ l, P k l * (eri i j k l - 1 / 2 * eri i k j l)

/-- The contributions of all integrals add up to the two-electron Fock matrix. -/
theorem sum_fockTerm (P : Matrix n n ℝ) (eri : n → n → n → n → ℝ) :
    ∑ q, fockTerm P eri q = twoElectronFock P eri := by
  ext i j
  have hJ : ∀ f : n → n → n → n → ℝ,
      (∑ a, ∑ b, ∑ c, ∑ d, if a = i ∧ b = j then f a b c d else 0) =
        ∑ c, ∑ d, f i j c d := by
    intro f
    refine (Finset.sum_eq_single i ?_ ?_).trans ?_
    · intro a _ ha; simp [ha]
    · simp
    · refine (Finset.sum_eq_single j ?_ ?_).trans ?_
      · intro b _ hb; simp [hb]
      · simp
      · simp
  have hK : ∀ f : n → n → n → n → ℝ,
      (∑ a, ∑ b, ∑ c, ∑ d, if a = i ∧ c = j then f a b c d else 0) =
        ∑ b, ∑ d, f i b j d := by
    intro f
    refine (Finset.sum_eq_single i ?_ ?_).trans ?_
    · intro a _ ha; simp [ha]
    · simp
    · refine Finset.sum_congr rfl fun b _ => (Finset.sum_eq_single j ?_ ?_).trans ?_
      · intro c _ hc; simp [hc]
      · simp
      · simp
  simp only [Matrix.sum_apply, fockTerm, Matrix.sub_apply, Matrix.single_apply,
    Finset.sum_sub_distrib, Fintype.sum_prod_type]
  rw [hJ (fun a b c d => P c d * eri a b c d),
    hK (fun a b c d => 1 / 2 * P b d * eri a b c d)]
  simp only [twoElectronFock, Matrix.of_apply, ← Finset.sum_sub_distrib]
  exact Finset.sum_congr rfl fun k _ => Finset.sum_congr rfl fun l _ => by ring

/-- If a finite group permutes the basis functions and leaves the density matrix and the
two-electron integrals invariant, the two-electron Fock matrix is the group average of the
skeleton matrix built from one integral per orbit of index quartets. -/
theorem twoElectronFock_eq_symmetrize_skeleton [Fintype G] (P : Matrix n n ℝ)
    (eri : n → n → n → n → ℝ) (hP : ∀ (g : G) i j, P (g • i) (g • j) = P i j)
    (hI : ∀ (g : G) i j k l, eri (g • i) (g • j) (g • k) (g • l) = eri i j k l)
    {R : Finset (n × n × n × n)} (hR : IsRepresentatives G R) :
    twoElectronFock P eri =
      symmetrize (permRep G n) (skeleton G R (fockTerm P eri)) := by
  have hA : IsCovariant (permRep G n) (fockTerm P eri) := by
    intro g q
    simp only [fockTerm, mul_sub, sub_mul, permRep_conj_single, Prod.smul_fst,
      Prod.smul_snd, hP, hI]
  rw [← sum_fockTerm, sum_eq_symmetrize_skeleton hA hR]

/-- Two equivalent sites exchanged by the permutation group: the site projectors form a
covariant family, and site `0` alone represents the only orbit. -/
theorem covariant_witness :
    IsCovariant (permRep (Equiv.Perm (Fin 2)) (Fin 2))
      (fun x : Fin 2 => Matrix.single x x (1 : ℝ)) ∧
    IsRepresentatives (Equiv.Perm (Fin 2)) ({0} : Finset (Fin 2)) := by
  refine ⟨fun g x => permRep_conj_single g x x 1, fun x => ?_⟩
  refine ⟨0, ⟨by simp, ⟨Equiv.swap 0 x, by simp [Equiv.Perm.smul_def]⟩⟩, fun r hr => ?_⟩
  exact Finset.mem_singleton.mp hr.1

end Fock

end

end SkeletonFock
```

```lean
#print axioms SkeletonFock.sum_eq_symmetrize_skeleton
#print axioms SkeletonFock.twoElectronFock_eq_symmetrize_skeleton
```

```
'SkeletonFock.sum_eq_symmetrize_skeleton' depends on axioms: [propext, Classical.choice, Quot.sound]
'SkeletonFock.twoElectronFock_eq_symmetrize_skeleton' depends on axioms: [propext, Classical.choice, Quot.sound]
```

### From the hand derivation to the Lean proof

`symmetrize_sum` is linearity, `symmetrize_conj` relabels g as gh through `Equiv.mulRight`, and `symmetrize_of_invariant` adds |G| equal terms and divides by |G|. `total_invariant` reindexes X by the permutation that h induces.

The `calc` chain of the main theorem follows the orbit argument. It writes S(A_x) as a sum over R in which only the representative of x's orbit survives, exchanges the two sums, and counts the points of each orbit.

For the Fock matrix, `permRep_conj_single` moves the single entry. In `sum_fockTerm`, `hJ` and `hK` collapse the Coulomb and exchange sums. `twoElectronFock_eq_symmetrize_skeleton` proves covariance as `hA` and combines these results with the general theorem.

### Two equivalent sites

`covariant_witness` checks the hypotheses for two sites exchanged by a group of order two, with A_0 = E_00, A_1 = E_11 and R = {0}. The skeleton is B = 2 E_00, and its average is

½ (2 E_00 + 2 E_11) = E_00 + E_11,

the full sum.
